# An Entangled Two-Qutrit State That Equals Its Partial Transpose

## A test that calls an entangled state separable

A program that labels a two-qutrit density matrix separable whenever its partial transpose has no negative eigenvalue will give some wrong labels. The test is sound in one direction: transposing the second factor of a product A ⊗ B of local states gives another product of states, so a separable state stays positive. The converse fails for the state ρ constructed below. Transposition on the second qutrit, taken in the standard basis, leaves ρ exactly as it was, yet ρ is not a mixture of product states.

For entanglement detection in quantum mechanics, this one state in C³ ⊗ C³ shows that a positive partial transpose does not certify separability of two qutrits.

## Five orthogonal product vectors

Write |0⟩, |1⟩, |2⟩ for the basis of each qutrit. The Tiles vectors are tₖ = aₖ ⊗ bₖ for k = 0, …, 4, with

a₀ = (1, 0, 0), b₀ = (1, −1, 0)

a₁ = (1, −1, 0), b₁ = (0, 0, 1)

a₂ = (0, 0, 1), b₂ = (0, 1, −1)

a₃ = (0, 1, −1), b₃ = (1, 0, 0)

a₄ = (1, 1, 1), b₄ = (1, 1, 1)

Their squared lengths Nₖ are 2, 2, 2, 2 and 9, so the normalized vectors are tₖ/√2 for k = 0, …, 3 and t₄/3. With I the identity on the nine-dimensional space, define

P = Σₖ |tₖ⟩⟨tₖ| / Nₖ

ρ = (I − P)/4

## What is claimed about ρ

The final theorem, `tilesState_bound_entangled`, says three things about ρ, which is called `tilesState`: it is a density matrix, it equals its partial transpose, and it is not separable.

Vectors of the pair are functions on `Fin 3 × Fin 3`, and operators are complex matrices with that index set. `IsState` means positive semidefinite with trace one. `partialTranspose` exchanges the second-qutrit indices in the fixed basis:

⟨i j|M^T₂|i′ j′⟩ = ⟨i j′|M|i′ j⟩

`IsSeparable` means a finite sum Σᵢ pᵢ Aᵢ ⊗ Bᵢ with pᵢ ≥ 0, Σᵢ pᵢ = 1 and local states Aᵢ, Bᵢ that may be mixed. The factors `left k` and `right k` are aₖ and bₖ, `tile k` is tₖ, and `tileProj` is P. Because `expectation` takes unnormalized vectors, the physical expectation value in tile k is `expectation M (tile k)` divided by Nₖ.

The term "bound entangled" in the theorem's name refers to entanglement that cannot be distilled into pure entangled pairs. Distillation does not appear in the statement, which concerns the partial transpose and separability. Nor does the statement give a distance from ρ to the separable states, or a tolerance to noise.

## ρ is a state and survives partial transposition

Inner products of product vectors factorize:

⟨tⱼ|tₖ⟩ = ⟨aⱼ|aₖ⟩⟨bⱼ|bₖ⟩

The left factors are orthogonal for the pairs (0,2), (0,3), (1,2), (1,4) and (3,4), and the right factors for (0,1), (0,4), (1,3), (2,3) and (2,4). These are all ten pairs, so the tiles are mutually orthogonal. Therefore

P tₖ = Σⱼ tⱼ ⟨tⱼ|tₖ⟩ / Nⱼ = tₖ

P² = Σₖ |P tₖ⟩⟨tₖ| / Nₖ = P

tr P = Σₖ ⟨tₖ|tₖ⟩ / Nₖ = 5

Also P† = P, since each Nₖ is real. Put Q = (I − P)/2. Then

Q†Q = (I − 2P + P²)/4 = (I − P)/4 = ρ

so ρ is positive semidefinite, and tr ρ = (9 − 5)/4 = 1.

For the partial transpose, write out an entry of P:

⟨i j|P|i′ j′⟩ = Σₖ aₖ(i) bₖ(j) conj(aₖ(i′)) conj(bₖ(j′)) / Nₖ

Every bₖ is real, so exchanging j and j′ changes nothing. The same holds for the identity, whose entries are δᵢᵢ′ δⱼⱼ′, and hence for ρ.

## Every separable state overlaps a tile

Let A and B be local states, and suppose that A ⊗ B has zero expectation value in all five tiles. Since

⟨tₖ|A ⊗ B|tₖ⟩ = ⟨aₖ|A|aₖ⟩⟨bₖ|B|bₖ⟩

one factor vanishes for each k. A positive matrix can be written A = R†R, so ⟨a|A|a⟩ = ‖Ra‖² = 0 forces Aa = 0. Thus, for each k, either A aₖ = 0 or B bₖ = 0. With five tiles and two sides, one side is killed at least three times.

Any three of the aₖ are linearly independent. The determinants of the triples, with rows in increasing order of k, are:

012: −1, 013: 1, 014: −1, 023: −1, 024: −1

034: 2, 123: −1, 124: −2, 134: 3, 234: −1

The bₖ are the same five vectors in another order, so any three of them are independent too. Hence A or B vanishes on a basis of C³ and is the zero matrix, which contradicts trace one.

Now take σ = Σⱼ pⱼ Aⱼ ⊗ Bⱼ. The weights sum to one, so some pᵢ is nonzero, and the argument above supplies a k for which Aᵢ ⊗ Bᵢ has a nonzero expectation value in tₖ. In

⟨tₖ|σ|tₖ⟩ = Σⱼ pⱼ ⟨aₖ|Aⱼ|aₖ⟩⟨bₖ|Bⱼ|bₖ⟩

all terms are nonnegative and the i-th is positive, so the sum is not zero. For ρ, by contrast,

ρ tₖ = (tₖ − P tₖ)/4 = 0

for every k. So ρ is not separable.

Taking A and B to be projectors on single vectors x and y gives the pure-state version: no nonzero product vector x ⊗ y is orthogonal to all five tiles.

## Separability with pure local states

Separable states can also be defined as finite mixtures of projectors on product vectors x ⊗ y. Diagonalizing each Aᵢ and Bᵢ shows that this gives the same set of states, so the conclusion about ρ would not change. The argument would become slightly shorter, because a vanishing expectation value would directly mean that x is orthogonal to aₖ or y to bₖ. To apply the result to a mixture given with mixed local states, one would first split these into pure states, for example by diagonalization; the definition used here accepts such mixtures as they stand.

## The complete Lean file

```lean
import Mathlib

open Matrix
open scoped Kronecker ComplexOrder

namespace TilesBoundEntanglement

noncomputable section

/-- A density matrix: positive semidefinite with unit trace. -/
def IsState {n : Type*} [Fintype n] (M : Matrix n n ℂ) : Prop :=
  M.PosSemidef ∧ M.trace = 1

/-- The expectation value `⟨v|M|v⟩`, for a vector `v` that need not be normalized. -/
def expectation {n : Type*} [Fintype n] (M : Matrix n n ℂ) (v : n → ℂ) : ℂ :=
  star v ⬝ᵥ (M *ᵥ v)

/-- The product vector `x ⊗ y` of two qutrits. -/
def prodVec (x y : Fin 3 → ℂ) : Fin 3 × Fin 3 → ℂ := fun p => x p.1 * y p.2

/-- A separable state of two qutrits: a finite convex mixture of products of local states. -/
def IsSeparable (σ : Matrix (Fin 3 × Fin 3) (Fin 3 × Fin 3) ℂ) : Prop :=
  ∃ (n : ℕ) (p : Fin n → ℝ) (A B : Fin n → Matrix (Fin 3) (Fin 3) ℂ),
    (∀ i, 0 ≤ p i) ∧ ∑ i, p i = 1 ∧ (∀ i, IsState (A i)) ∧ (∀ i, IsState (B i)) ∧
      σ = ∑ i, (p i : ℂ) • (A i ⊗ₖ B i)

/-- Transposition on the second qutrit only. -/
def partialTranspose (M : Matrix (Fin 3 × Fin 3) (Fin 3 × Fin 3) ℂ) :
    Matrix (Fin 3 × Fin 3) (Fin 3 × Fin 3) ℂ :=
  Matrix.of fun p q => M (p.1, q.2) (q.1, p.2)

/-- First-qutrit factors of the five Tiles vectors. -/
def left : Fin 5 → Fin 3 → ℂ :=
  ![![1, 0, 0], ![1, -1, 0], ![0, 0, 1], ![0, 1, -1], ![1, 1, 1]]

/-- Second-qutrit factors of the five Tiles vectors. -/
def right : Fin 5 → Fin 3 → ℂ :=
  ![![1, -1, 0], ![0, 0, 1], ![0, 1, -1], ![1, 0, 0], ![1, 1, 1]]

/-- The five Tiles vectors, before normalization. -/
def tile (k : Fin 5) : Fin 3 × Fin 3 → ℂ := prodVec (left k) (right k)

/-- The squared lengths of the five Tiles vectors. -/
def tileNormSq : Fin 5 → ℂ := ![2, 2, 2, 2, 9]

/-- The sum of the projectors `|t⟩⟨t| / ⟨t|t⟩` on the five Tiles vectors. -/
def tileProj : Matrix (Fin 3 × Fin 3) (Fin 3 × Fin 3) ℂ :=
  Matrix.of fun p q => ∑ k, tile k p * star (tile k q) / tileNormSq k

/-- The Tiles state `(I - P) / 4`, with `P` the sum of the five projectors. -/
def tilesState : Matrix (Fin 3 × Fin 3) (Fin 3 × Fin 3) ℂ :=
  (1 / 4 : ℂ) • (1 - tileProj)

lemma tileNormSq_ne (k : Fin 5) : tileNormSq k ≠ 0 := by
  fin_cases k <;> simp [tileNormSq]

lemma prodVec_inner (x y x' y' : Fin 3 → ℂ) :
    star (prodVec x y) ⬝ᵥ prodVec x' y' = (star x ⬝ᵥ x') * (star y ⬝ᵥ y') := by
  simp only [dotProduct, prodVec, Pi.star_apply, star_mul', Fintype.sum_prod_type,
    Finset.sum_mul_sum]
  exact Finset.sum_congr rfl fun _ _ => Finset.sum_congr rfl fun _ _ => by ring

/-- The Tiles vectors are mutually orthogonal, with squared lengths 2, 2, 2, 2 and 9. -/
theorem tile_gram (j k : Fin 5) :
    star (tile j) ⬝ᵥ tile k = if j = k then tileNormSq k else 0 := by
  rw [tile, tile, prodVec_inner]
  fin_cases j <;> fin_cases k <;>
    simp [left, right, tileNormSq, dotProduct, Fin.sum_univ_three] <;> norm_num

/-- The operator `P` leaves each Tiles vector unchanged. -/
theorem tileProj_mulVec (k : Fin 5) : tileProj *ᵥ tile k = tile k := by
  ext p
  calc (tileProj *ᵥ tile k) p
      = ∑ j, tile j p / tileNormSq j * (star (tile j) ⬝ᵥ tile k) := by
        simp only [Matrix.mulVec, dotProduct, tileProj, Matrix.of_apply, Finset.sum_mul,
          Finset.mul_sum, Pi.star_apply]
        rw [Finset.sum_comm]
        exact Finset.sum_congr rfl fun _ _ => Finset.sum_congr rfl fun _ _ => by ring
    _ = tile k p := by
        simp only [tile_gram, mul_ite, mul_zero, Finset.sum_ite_eq', Finset.mem_univ, if_true]
        exact div_mul_cancel₀ _ (tileNormSq_ne k)

/-- The operator `P` is an orthogonal projector: Hermitian and idempotent. -/
theorem tileProj_projector : tileProjᴴ = tileProj ∧ tileProj * tileProj = tileProj := by
  constructor
  · have hN : ∀ k, star (tileNormSq k) = tileNormSq k := by
      intro k
      fin_cases k <;> simp [tileNormSq]
    ext p q
    simp only [Matrix.conjTranspose_apply, tileProj, Matrix.of_apply, star_sum, star_div₀,
      star_mul', star_star, hN]
    exact Finset.sum_congr rfl fun _ _ => by ring
  · ext p q
    calc (tileProj * tileProj) p q
        = ∑ k, (tileProj *ᵥ tile k) p * star (tile k q) / tileNormSq k := by
          simp only [Matrix.mul_apply, Matrix.mulVec, dotProduct]
          simp only [Finset.sum_mul, Finset.sum_div]
          rw [Finset.sum_comm]
          refine Finset.sum_congr rfl fun r _ => ?_
          conv_lhs => rw [show tileProj r q =
            ∑ k, tile k r * star (tile k q) / tileNormSq k from rfl, Finset.mul_sum]
          exact Finset.sum_congr rfl fun _ _ => by ring
      _ = tileProj p q := by
          simp only [tileProj_mulVec]
          rfl

/-- The Tiles state is a density matrix. -/
theorem tilesState_isState : IsState tilesState := by
  obtain ⟨hH, hP⟩ := tileProj_projector
  constructor
  · -- a nonnegative multiple of a projector is of the form `Q† Q`
    have h : tilesState =
        ((1 / 2 : ℂ) • (1 - tileProj))ᴴ * ((1 / 2 : ℂ) • (1 - tileProj)) := by
      have hQ : (1 - tileProj) * (1 - tileProj) = 1 - tileProj := by
        rw [mul_sub, sub_mul, sub_mul, hP]
        simp
      have hs : star (1 / 2 : ℂ) = 1 / 2 := by simp
      rw [Matrix.conjTranspose_smul, Matrix.conjTranspose_sub, Matrix.conjTranspose_one, hH,
        hs, Matrix.smul_mul, Matrix.mul_smul, hQ, smul_smul, tilesState]
      norm_num
    rw [h]
    exact Matrix.posSemidef_conjTranspose_mul_self _
  · have ht : tileProj.trace = 5 := by
      calc tileProj.trace = ∑ k, (star (tile k) ⬝ᵥ tile k) / tileNormSq k := by
            simp only [Matrix.trace, Matrix.diag_apply, tileProj, Matrix.of_apply, dotProduct,
              Finset.sum_div, Pi.star_apply]
            rw [Finset.sum_comm]
            exact Finset.sum_congr rfl fun _ _ => Finset.sum_congr rfl fun _ _ => by ring
        _ = 5 := by simp [tile_gram, tileNormSq_ne]
    rw [tilesState, Matrix.trace_smul, Matrix.trace_sub, Matrix.trace_one, ht]
    norm_num [Fintype.card_prod]

/-- The Tiles state is equal to its partial transpose. -/
theorem tilesState_partialTranspose : partialTranspose tilesState = tilesState := by
  have hr : ∀ k j, star (right k j) = right k j := by
    intro k j
    fin_cases k <;> fin_cases j <;> simp [right]
  have hP : ∀ i j i' j', tileProj (i, j') (i', j) = tileProj (i, j) (i', j') := by
    intro i j i' j'
    simp only [tileProj, Matrix.of_apply, tile, prodVec, star_mul', hr]
    exact Finset.sum_congr rfl fun _ _ => by ring
  ext ⟨i, j⟩ ⟨i', j'⟩
  simp only [partialTranspose, tilesState, Matrix.of_apply, Matrix.smul_apply,
    Matrix.sub_apply, hP, Matrix.one_apply, Prod.mk.injEq, eq_comm (a := j') (b := j)]

/-- In a product vector, the expectation value of `A ⊗ B` is the product of the local ones. -/
theorem expectation_kronecker (A B : Matrix (Fin 3) (Fin 3) ℂ) (x y : Fin 3 → ℂ) :
    expectation (A ⊗ₖ B) (prodVec x y) = expectation A x * expectation B y := by
  have h : (A ⊗ₖ B) *ᵥ prodVec x y = prodVec (A *ᵥ x) (B *ᵥ y) := by
    ext ⟨i, j⟩
    simp only [Matrix.mulVec, dotProduct, prodVec, Matrix.kroneckerMap_apply,
      Fintype.sum_prod_type, Finset.sum_mul_sum]
    exact Finset.sum_congr rfl fun _ _ => Finset.sum_congr rfl fun _ _ => by ring
  rw [expectation, h, prodVec_inner, expectation, expectation]

lemma rows {M : Matrix (Fin 3) (Fin 3) ℂ} {v : Fin 3 → ℂ} (h : M *ᵥ v = 0) (i : Fin 3) :
    M i 0 * v 0 + M i 1 * v 1 + M i 2 * v 2 = 0 := by
  have := congrFun h i
  rwa [Matrix.mulVec, dotProduct, Fin.sum_univ_three] at this

/-- For any two local states, some Tiles vector has nonzero expectation values in both factors. -/
theorem product_state_overlaps {A B : Matrix (Fin 3) (Fin 3) ℂ}
    (hA : IsState A) (hB : IsState B) :
    ∃ k, expectation A (left k) * expectation B (right k) ≠ 0 := by
  by_contra hc
  -- each tile is killed by `A` on the left or by `B` on the right
  have key : ∀ k, (∀ i, A i 0 * left k 0 + A i 1 * left k 1 + A i 2 * left k 2 = 0) ∨
      (∀ i, B i 0 * right k 0 + B i 1 * right k 1 + B i 2 * right k 2 = 0) := by
    intro k
    have h0 : expectation A (left k) * expectation B (right k) = 0 :=
      by_contra fun hk => hc ⟨k, hk⟩
    rcases mul_eq_zero.mp h0 with h | h
    · exact Or.inl (rows ((hA.1.dotProduct_mulVec_zero_iff (left k)).1 h))
    · exact Or.inr (rows ((hB.1.dotProduct_mulVec_zero_iff (right k)).1 h))
  have tA := hA.2
  have tB := hB.2
  rw [Matrix.trace_fin_three] at tA tB
  have k0 := key 0
  have k1 := key 1
  have k2 := key 2
  have k3 := key 3
  have k4 := key 4
  clear key hc hA hB
  simp [left, right] at k0 k1 k2 k3 k4
  -- one side is killed three times, and any three factors span the local space
  rcases k0 with h0 | h0 <;> rcases k1 with h1 | h1 <;> rcases k2 with h2 | h2 <;>
    rcases k3 with h3 | h3 <;> rcases k4 with h4 | h4 <;>
    (have a0 := h0 0; have a1 := h0 1; have a2 := h0 2
     have b0 := h1 0; have b1 := h1 1; have b2 := h1 2
     have c0 := h2 0; have c1 := h2 1; have c2 := h2 2
     have d0 := h3 0; have d1 := h3 1; have d2 := h3 2
     have e0 := h4 0; have e1 := h4 1; have e2 := h4 2
     clear h0 h1 h2 h3 h4
     grind)

/-- Every separable state has a nonzero expectation value in at least one Tiles vector. -/
theorem separable_overlaps {σ : Matrix (Fin 3 × Fin 3) (Fin 3 × Fin 3) ℂ}
    (hσ : IsSeparable σ) : ∃ k, expectation σ (tile k) ≠ 0 := by
  obtain ⟨n, p, A, B, hp, hsum, hA, hB, rfl⟩ := hσ
  obtain ⟨i, hi⟩ : ∃ i, p i ≠ 0 := by
    by_contra hc
    have h0 : ∀ i, p i = 0 := fun i => by_contra fun h => hc ⟨i, h⟩
    simp [h0] at hsum
  obtain ⟨k, hk⟩ := product_state_overlaps (hA i) (hB i)
  refine ⟨k, fun h => ?_⟩
  have hs : ∑ j, (p j : ℂ) * (expectation (A j) (left k) * expectation (B j) (right k)) = 0 := by
    refine Eq.trans ?_ h
    simp only [← expectation_kronecker]
    simp only [expectation, tile, Matrix.sum_mulVec, dotProduct_sum, Matrix.smul_mulVec,
      dotProduct_smul, smul_eq_mul]
  -- a vanishing sum of nonnegative terms vanishes term by term
  have hz := (Finset.sum_eq_zero_iff_of_nonneg (fun j _ =>
    mul_nonneg (Complex.zero_le_real.mpr (hp j))
      (mul_nonneg ((hA j).1.dotProduct_mulVec_nonneg (left k))
        ((hB j).1.dotProduct_mulVec_nonneg (right k))))).1 hs i (Finset.mem_univ i)
  exact mul_ne_zero (Complex.ofReal_ne_zero.mpr hi) hk hz

/-- The Tiles state is a density matrix equal to its partial transpose, and it is not a convex
mixture of product states. -/
theorem tilesState_bound_entangled :
    IsState tilesState ∧ partialTranspose tilesState = tilesState ∧
      ¬ IsSeparable tilesState := by
  refine ⟨tilesState_isState, tilesState_partialTranspose, fun h => ?_⟩
  obtain ⟨k, hk⟩ := separable_overlaps h
  apply hk
  rw [expectation, tilesState, Matrix.smul_mulVec, Matrix.sub_mulVec, Matrix.one_mulVec,
    tileProj_mulVec, sub_self, smul_zero, dotProduct_zero]

end

end TilesBoundEntanglement
```

```lean
#print axioms TilesBoundEntanglement.tilesState_partialTranspose
#print axioms TilesBoundEntanglement.tilesState_bound_entangled
```

```
'TilesBoundEntanglement.tilesState_partialTranspose' depends on axioms: [propext, Classical.choice, Quot.sound]
'TilesBoundEntanglement.tilesState_bound_entangled' depends on axioms: [propext, Classical.choice, Quot.sound]
```

## How the file carries out the argument

`prodVec_inner` is the factorization of inner products, and `tile_gram` uses it to check all 25 entries of the Gram matrix. `tileProj_mulVec` exchanges two finite sums and inserts the Gram matrix to get P tₖ = tₖ. `tileProj_projector` then proves P† = P and P² = P.

In `tilesState_isState`, the matrix ρ is rewritten as Q†Q, which Mathlib knows to be positive semidefinite; the trace of P is again read from the Gram matrix. `tilesState_partialTranspose` first records in `hr` that the right factors are real, then uses this in `hP` to exchange the second-qutrit indices of P.

`expectation_kronecker` factorizes the expectation value of A ⊗ B. The counting argument is in `product_state_overlaps`. Mathlib's `dotProduct_mulVec_zero_iff` turns a zero expectation value of a positive matrix into a zero matrix-vector product, and `rows` writes that product as three scalar equations. The nested `rcases` then go through all 2⁵ = 32 ways of assigning the five tiles to the two sides. In each case `grind` derives a contradiction from the linear equations and the two trace conditions. This replaces the count of three and the table of determinants.

`separable_overlaps` picks a nonzero weight and a tile for that term. It assumes that the whole expectation value is zero and applies `Finset.sum_eq_zero_iff_of_nonneg`, by which a vanishing sum of nonnegative terms vanishes term by term; this contradicts the choice of tile. The final theorem combines the two properties already proved with this overlap result: if ρ were separable, some tile would have a nonzero expectation value, but `tileProj_mulVec` makes every one of them zero.
